# Fock exchange on a finite grid is negative semidefinite for every choice of occupied orbitals exactly when the real interaction kernel is positive semidefinite

Take two grid points, with a real interaction $u$ on each site and $v$ between the sites. Put one electron in the normalised orbital $\varphi=(1,1)/\sqrt2$. Every entry of its density matrix is $\tfrac12$, so the exchange matrix, which is minus the entrywise product of interaction and density matrix, is

$$F=-\frac12\begin{pmatrix}u&v\\v&u\end{pmatrix}.$$

Its expectation value is $-(u+v)/2$ in $\varphi$ itself and $-(u-v)/2$ in the normalised orbital $f=(1,-1)/\sqrt2$. Both are nonpositive exactly when $|v|\le u$, which is the condition for the interaction matrix to be positive semidefinite. With $u=0$ and $v=1$ no pair of points attracts, yet the value in $f$ is $+\tfrac12$.

The reason is that $F$ probes the interaction with the overlap density $\varphi^*f=(\tfrac12,-\tfrac12)$, which has both signs. Repulsion between points does not control the energy of such a density; positive semidefiniteness does.

## From overlap densities to the sign of exchange

Let $X$ be a finite grid and $w(x,y)$ a real kernel on it. For complex orbitals $\varphi_i$ with occupations $n_i\ge 0$, set

$$\gamma(x,y)=\sum_i n_i\,\varphi_i(x)\varphi_i(y)^*,\qquad F(x,y)=-w(x,y)\,\gamma(x,y).$$

The claim is that $w$ is symmetric positive semidefinite if and only if $-F$ is positive semidefinite for every finite choice of orbitals and nonnegative occupations.

Assume first that $w$ is symmetric positive semidefinite. For a complex density $\rho=p+iq$, with $p$ and $q$ real, define the Coulomb form

$$C(\rho)=\sum_{x,y}\rho(x)^*w(x,y)\rho(y).$$

Multiplying out gives

$$\rho(x)^*\rho(y)=p(x)p(y)+q(x)q(y)+i\,[\,p(x)q(y)-q(x)p(y)\,].$$

The bracket changes sign when $x$ and $y$ are exchanged, while $w$ does not, so its sum vanishes. What remains is $C(\rho)=C(p)+C(q)\ge0$.

The exchange integral of two orbitals $a$ and $b$ is

$$K(a,b)=\sum_{x,y}a(x)^*b(x)\,w(x,y)\,b(y)^*a(y)=C(b^*a)\ge0.$$

Inserting $\gamma$ into the quadratic form of $F$ at any orbital $f$, which is the expectation value when $f$ is normalised, gives

$$\sum_{x,y}f(x)^*F(x,y)f(y)=-\sum_i n_i\sum_{x,y}f(x)^*\varphi_i(x)\,w(x,y)\,\varphi_i(y)^*f(y)=-\sum_i n_iK(f,\varphi_i)\le0.$$

Since $\gamma(y,x)^*=\gamma(x,y)$ and $w$ is real and symmetric, $F$ is also Hermitian. This proves one direction.

The matrix $F$ is linear in the occupations. If $n_i\le m_i$ for all $i$ and the orbitals stay fixed, then $F[n]-F[m]=-F[m-n]$, which is positive semidefinite by what was just shown. Raising occupations can only lower $F$.

For the converse, choose one orbital equal to $1$ at every grid point, with occupation $1$. Then $\gamma(x,y)=1$ and $-F=w$. Normalising this orbital would only divide $-F$ by the number of grid points, which does not affect whether it is positive semidefinite. If $-F$ is positive semidefinite as a complex matrix, then $w$ is symmetric because its entries are real, and its quadratic form is nonnegative on real vectors in particular.

## Two sites with a complex orbital

Let $u=2$, $v=1$ and $\varphi=(1,i)/\sqrt2$ with occupation $1$. Then $\gamma(1,2)=-i/2$, $\gamma(2,1)=i/2$, and both diagonal entries are $\tfrac12$, so

$$F=\begin{pmatrix}-1&i/2\\-i/2&-1\end{pmatrix}.$$

The eigenvalues are $-\tfrac32$, with eigenvector $\varphi$, and $-\tfrac12$, with eigenvector $f=(1,-i)/\sqrt2$. The overlap densities give the same numbers: $\varphi^*\varphi=(\tfrac12,\tfrac12)$ has $C=(2+2+1+1)/4=\tfrac32$, and $\varphi^*f=(\tfrac12,-\tfrac12)$ has $C=(2+2-1-1)/4=\tfrac12$.

## Kernel, orbitals and exchange matrix in Lean

The type `X` is the grid and `ι` labels the orbitals. With `ComplexOrder` open, `0 ≤ z` for a complex number `z` means that `z` is real and nonnegative, so one inequality carries both statements.

```lean
import Mathlib

open Matrix
open scoped ComplexOrder ComplexConjugate

namespace FockExchangeMatrix

noncomputable section

variable {X ι : Type*}
```

The Coulomb form is $C(\rho)$ as above. It has no factor $\tfrac12$, so for a real charge density it is twice the electrostatic energy. There are no quadrature weights either; on a real-space grid they are absorbed into the orbitals.

```lean
/-- The Coulomb form of a complex density `ρ` on the grid with interaction kernel `w`. -/
def coulombForm [Fintype X] (w : Matrix X X ℝ) (ρ : X → ℂ) : ℂ :=
  ∑ x, ∑ y, conj (ρ x) * (w x y : ℂ) * ρ y
```

The exchange integral is written in its usual four-orbital shape, with the conjugates placed as in $K(a,b)$.

```lean
/-- The exchange integral `K_ab` of two complex orbitals on the grid. -/
def exchangeIntegral [Fintype X] (w : Matrix X X ℝ) (a b : X → ℂ) : ℂ :=
  ∑ x, ∑ y, conj (a x) * b x * (w x y : ℂ) * (conj (b y) * a y)
```

The density matrix takes any real occupations and any orbitals. Neither orthogonality nor normalisation is required, and sign conditions on the occupations appear only in the theorems that need them.

```lean
/-- The one-particle density matrix of orbitals `φ i` with occupations `n i`. -/
def densityMatrix [Fintype ι] (n : ι → ℝ) (φ : ι → X → ℂ) : Matrix X X ℂ :=
  Matrix.of fun x y => ∑ i, (n i : ℂ) * φ i x * conj (φ i y)
```

The exchange matrix is for a single spin channel. For a closed shell with a spin-summed density matrix it would carry an extra factor $\tfrac12$, which leaves the sign alone.

```lean
/-- The Fock exchange matrix: minus the entrywise product of the interaction kernel
and the density matrix. -/
def exchangeMatrix (w : Matrix X X ℝ) (γ : Matrix X X ℂ) : Matrix X X ℂ :=
  Matrix.of fun x y => -(w x y : ℂ) * γ x y
```

## Positivity of the Coulomb form for complex densities

The hypothesis `w.PosSemidef` contains the symmetry of `w` as well as the nonnegativity of its quadratic form. Physically it says that no real charge distribution, whatever its signs, has negative electrostatic energy. It is assumed here, not derived from a particular discretisation of $1/r$.

In the proof, `hq` is nonnegativity for real densities, and `hre` and `him` are the real and imaginary parts of the expansion of $\rho(x)^*\rho(y)$. The step `hswap` exchanges the two summation variables and uses symmetry to identify the cross terms. `Complex.le_def` then splits the goal into an inequality for the real part and an equation for the imaginary part.

```lean
/-- For a positive semidefinite kernel, the Coulomb form of any complex density is real
and nonnegative. -/
theorem coulombForm_nonneg [Fintype X] {w : Matrix X X ℝ} (hw : w.PosSemidef)
    (ρ : X → ℂ) : 0 ≤ coulombForm w ρ := by
  have hsym : ∀ x y, w y x = w x y := fun x y => by
    simpa using hw.isHermitian.apply x y
  have hq : ∀ g : X → ℝ, 0 ≤ ∑ x, ∑ y, g x * w x y * g y := by
    intro g
    have h := hw.dotProduct_mulVec_nonneg g
    simpa [dotProduct, Matrix.mulVec, Finset.mul_sum, mul_assoc] using h
  -- the real part is the sum of the forms of the real and imaginary densities
  have hre : (coulombForm w ρ).re = ∑ x, ∑ y, (ρ x).re * w x y * (ρ y).re
      + ∑ x, ∑ y, (ρ x).im * w x y * (ρ y).im := by
    simp only [coulombForm, Complex.re_sum, ← Finset.sum_add_distrib]
    refine Finset.sum_congr rfl fun x _ => Finset.sum_congr rfl fun y _ => ?_
    simp only [Complex.mul_re, Complex.mul_im, Complex.conj_re, Complex.conj_im,
      Complex.ofReal_re, Complex.ofReal_im]
    ring
  -- the imaginary part is a difference of two cross terms, equal by symmetry
  have him : (coulombForm w ρ).im = ∑ x, ∑ y, (ρ x).re * w x y * (ρ y).im
      - ∑ x, ∑ y, (ρ x).im * w x y * (ρ y).re := by
    simp only [coulombForm, Complex.im_sum, ← Finset.sum_sub_distrib]
    refine Finset.sum_congr rfl fun x _ => Finset.sum_congr rfl fun y _ => ?_
    simp only [Complex.mul_re, Complex.mul_im, Complex.conj_re, Complex.conj_im,
      Complex.ofReal_re, Complex.ofReal_im]
    ring
  have hswap : ∑ x, ∑ y, (ρ x).im * w x y * (ρ y).re
      = ∑ x, ∑ y, (ρ x).re * w x y * (ρ y).im := by
    rw [Finset.sum_comm]
    refine Finset.sum_congr rfl fun x _ => Finset.sum_congr rfl fun y _ => ?_
    rw [hsym x y]
    ring
  rw [Complex.le_def]
  constructor
  · rw [hre, Complex.zero_re]
    exact add_nonneg (hq fun x => (ρ x).re) (hq fun x => (ρ x).im)
  · rw [him, hswap, sub_self, Complex.zero_im]
```

The identity $K(a,b)=C(b^*a)$ holds for every real kernel, and the proof only rearranges factors under the double sum.

```lean
/-- The exchange integral is the Coulomb form of the overlap density `conj b * a`. -/
theorem exchangeIntegral_eq_coulombForm [Fintype X] (w : Matrix X X ℝ) (a b : X → ℂ) :
    exchangeIntegral w a b = coulombForm w (fun x => conj (b x) * a x) := by
  simp only [exchangeIntegral, coulombForm, map_mul, Complex.conj_conj]
  refine Finset.sum_congr rfl fun x _ => Finset.sum_congr rfl fun y _ => ?_
  ring
```

## The expectation value and its sign

In the next theorem, `star f ⬝ᵥ (F *ᵥ f)` is the expectation value $\sum_{x,y} f(x)^*F(x,y)f(y)$ when `f` is normalised, and the bare quadratic form otherwise. The auxiliary equation `h` moves the sum over orbitals inside the sums over grid points, after which the two sides agree term by term. Nothing is assumed about the kernel or the occupations.

```lean
/-- The quadratic form of the Fock exchange matrix at any orbital `f` is minus the
occupation-weighted sum of the exchange integrals of `f` with the orbitals `φ i`. -/
theorem exchangeMatrix_expectation [Fintype X] [Fintype ι] (w : Matrix X X ℝ)
    (n : ι → ℝ) (φ : ι → X → ℂ) (f : X → ℂ) :
    star f ⬝ᵥ (exchangeMatrix w (densityMatrix n φ) *ᵥ f)
      = -∑ i, (n i : ℂ) * exchangeIntegral w f (φ i) := by
  -- move the sum over orbitals inside the sums over grid points
  have h : ∑ i, (n i : ℂ) * exchangeIntegral w f (φ i) = ∑ x, ∑ y, ∑ i, (n i : ℂ) *
      (conj (f x) * φ i x * (w x y : ℂ) * (conj (φ i y) * f y)) := by
    simp only [exchangeIntegral, Finset.mul_sum]
    rw [Finset.sum_comm]
    refine Finset.sum_congr rfl fun x _ => ?_
    exact Finset.sum_comm
  rw [h]
  simp only [dotProduct, Matrix.mulVec, exchangeMatrix, densityMatrix, Matrix.of_apply,
    Pi.star_apply, Finset.mul_sum, Finset.sum_mul, ← Finset.sum_neg_distrib]
  refine Finset.sum_congr rfl fun x _ => Finset.sum_congr rfl fun y _ =>
    Finset.sum_congr rfl fun i _ => ?_
  simp only [starRingEnd_apply]
  ring
```

Negative semidefiniteness is stated as `PosSemidef` of the negated matrix. The first part of the proof establishes that the matrix is Hermitian, with `hγ` supplying $\gamma(y,x)^*=\gamma(x,y)$. The second rewrites the quadratic form as a sum of exchange integrals and applies the positivity of the Coulomb form to each.

In a Hartree–Fock or hybrid-functional calculation on a finite grid with such a kernel, the exact-exchange term of the Fock or generalised Kohn–Sham operator therefore has a nonpositive expectation value in every orbital, provided that the occupations and the coefficient of the term are nonnegative. In a hybrid this concerns that term alone, not the change made by replacing part of the semilocal exchange with it.

```lean
/-- For a positive semidefinite kernel and nonnegative occupations of any orbitals, the
Fock exchange matrix is Hermitian and negative semidefinite. -/
theorem exchangeMatrix_negSemidef [Fintype X] [Fintype ι] {w : Matrix X X ℝ}
    (hw : w.PosSemidef) {n : ι → ℝ} (hn : ∀ i, 0 ≤ n i) (φ : ι → X → ℂ) :
    (-exchangeMatrix w (densityMatrix n φ)).PosSemidef := by
  refine Matrix.PosSemidef.of_dotProduct_mulVec_nonneg
    (Matrix.IsHermitian.ext fun x y => ?_) fun f => ?_
  · have hsym : w y x = w x y := by simpa using hw.isHermitian.apply x y
    have hγ : conj (densityMatrix n φ y x) = densityMatrix n φ x y := by
      simp only [densityMatrix, Matrix.of_apply, map_sum, map_mul, Complex.conj_conj,
        Complex.conj_ofReal]
      refine Finset.sum_congr rfl fun i _ => ?_
      ring
    change conj (-(-(w y x : ℂ) * densityMatrix n φ y x))
      = -(-(w x y : ℂ) * densityMatrix n φ x y)
    rw [map_neg, map_mul, map_neg, Complex.conj_ofReal, hγ, hsym]
  · -- every exchange integral in the quadratic form is nonnegative
    rw [Matrix.neg_mulVec, dotProduct_neg, exchangeMatrix_expectation, neg_neg]
    refine Finset.sum_nonneg fun i _ => mul_nonneg (Complex.zero_le_real.mpr (hn i)) ?_
    rw [exchangeIntegral_eq_coulombForm]
    exact coulombForm_nonneg hw _
```

The monotonicity theorem asks only for `n i ≤ m i`; the occupations themselves may have either sign, because only their difference enters. The orbitals are the same on both sides, so the theorem does not describe the relaxation that follows a change of occupation in a self-consistent calculation.

```lean
/-- For a positive semidefinite kernel, raising occupations at fixed orbitals can only
lower the Fock exchange matrix, in the sense of quadratic forms. -/
theorem exchangeMatrix_antitone [Fintype X] [Fintype ι] {w : Matrix X X ℝ}
    (hw : w.PosSemidef) {n m : ι → ℝ} (hnm : ∀ i, n i ≤ m i) (φ : ι → X → ℂ) :
    (exchangeMatrix w (densityMatrix n φ)
      - exchangeMatrix w (densityMatrix m φ)).PosSemidef := by
  -- the difference is minus the exchange matrix of the added occupations
  have h : exchangeMatrix w (densityMatrix n φ) - exchangeMatrix w (densityMatrix m φ)
      = -exchangeMatrix w (densityMatrix (fun i => m i - n i) φ) := by
    ext x y
    simp only [exchangeMatrix, densityMatrix, Matrix.sub_apply, Matrix.neg_apply,
      Matrix.of_apply, Complex.ofReal_sub, sub_mul, Finset.sum_sub_distrib]
    ring
  rw [h]
  exact exchangeMatrix_negSemidef hw (fun i => sub_nonneg.mpr (hnm i)) φ
```

## Recovering the kernel from its exchange matrices

The equivalence lets the number of orbitals `N` run over all natural numbers, including zero, with orbitals labelled by `Fin N`. The forward direction is the theorem on negative semidefiniteness.

For the converse, `H` is applied to one constant orbital, and `he` records that the negated exchange matrix is then `w` with its entries read as complex numbers. The remaining lines return to the reals: symmetry is read off entry by entry, and `hc` identifies the complex quadratic form on a real vector with the real one.

```lean
/-- A real kernel is symmetric positive semidefinite exactly when its Fock exchange matrix
is negative semidefinite for all finite sets of orbitals with nonnegative occupations. -/
theorem posSemidef_iff_exchangeMatrix_negSemidef [Fintype X] (w : Matrix X X ℝ) :
    w.PosSemidef ↔ ∀ (N : ℕ) (n : Fin N → ℝ) (φ : Fin N → X → ℂ), (∀ i, 0 ≤ n i) →
      (-exchangeMatrix w (densityMatrix n φ)).PosSemidef := by
  refine ⟨fun hw N n φ hn => exchangeMatrix_negSemidef hw hn φ, fun H => ?_⟩
  -- a single constant orbital turns the exchange matrix into `-w`
  have h := H 1 (fun _ => 1) (fun _ _ => 1) (fun _ => zero_le_one)
  have he : -exchangeMatrix w (densityMatrix (fun _ : Fin 1 => 1) (fun _ _ => 1))
      = w.map (fun r => (r : ℂ)) := by
    ext x y
    simp [exchangeMatrix, densityMatrix]
  rw [he] at h
  refine Matrix.PosSemidef.of_dotProduct_mulVec_nonneg
    (Matrix.IsHermitian.ext fun x y => ?_) fun g => ?_
  · have hxy := h.isHermitian.apply x y
    simpa using hxy
  · have hg := h.dotProduct_mulVec_nonneg (fun x => (g x : ℂ))
    have hc : star (fun x => (g x : ℂ)) ⬝ᵥ (w.map (fun r => (r : ℂ)) *ᵥ fun x => (g x : ℂ))
        = ((star g ⬝ᵥ (w *ᵥ g) : ℝ) : ℂ) := by
      simp [dotProduct, Matrix.mulVec]
    rw [hc] at hg
    exact Complex.zero_le_real.mp hg
```

## Intersite repulsion alone can give exchange of the wrong sign

The last theorem is the case $u=0$, $v=1$ of the opening example, with the unnormalised vectors $(1,1)$ and $(1,-1)$. The value is $2$; normalising both vectors divides it by $4$ and gives the $\tfrac12$ found at the start. The proof expands the finite sums and evaluates them. Nonnegative entries of the kernel are thus no substitute for positive semidefiniteness.

The same happens in practice if the singularity of $1/r$ on a grid is avoided by setting the diagonal of the kernel to zero. A short trace argument, separate from the Lean development, shows this: a nonzero symmetric matrix with zero diagonal has eigenvalues that sum to zero, so at least one is negative.

```lean
/-- On two sites with purely intersite repulsion, the quadratic form of the exchange matrix built
from the unnormalised orbital `(1, 1)` with occupation `1` has the positive value `2` at the
unnormalised vector `(1, -1)`. -/
theorem intersite_exchange_positive :
    star ![(1 : ℂ), -1] ⬝ᵥ (exchangeMatrix !![0, 1; 1, 0]
      (densityMatrix (fun _ : Fin 1 => 1) (fun _ => ![1, 1])) *ᵥ ![(1 : ℂ), -1]) = 2 := by
  simp [exchangeMatrix, densityMatrix, dotProduct, Matrix.mulVec, Fin.sum_univ_succ]
  norm_num

end

end FockExchangeMatrix
```

```lean
#print axioms FockExchangeMatrix.exchangeMatrix_antitone
-- 'FockExchangeMatrix.exchangeMatrix_antitone' depends on axioms: [propext, Classical.choice, Quot.sound]
#print axioms FockExchangeMatrix.posSemidef_iff_exchangeMatrix_negSemidef
-- 'FockExchangeMatrix.posSemidef_iff_exchangeMatrix_negSemidef' depends on axioms: [propext, Classical.choice, Quot.sound]
#print axioms FockExchangeMatrix.intersite_exchange_positive
-- 'FockExchangeMatrix.intersite_exchange_positive' depends on axioms: [propext, Classical.choice, Quot.sound]
```

## Starting from a density matrix without orbitals

The statement could also have been modelled with $\gamma$ as an arbitrary positive semidefinite complex matrix. On a finite grid this describes the same density matrices, since diagonalising $\gamma$ supplies orbitals and nonnegative occupations. The forward direction would then be an instance of the Schur product theorem, by which the entrywise product of two positive semidefinite matrices is positive semidefinite, and the converse would use the matrix with all entries equal to $1$. The statement would be shorter, but the orbitals would disappear from it, and a proof that cites the Schur product theorem would not show the exchange integrals $K(f,\varphi_i)$ that give the sign its physical meaning.
